# Exponentially small image interactions for a Yukawa-screened core hole in a periodic row

## The screened potential and the row of images

A core hole is represented by a unit point charge. At distance $r$ it produces the potential

$$v_k(r)=\frac{e^{-kr}}{r},$$

where $k\ge 0$ is the inverse screening length. Units are chosen so that two unit charges in vacuum interact with energy $1/r$, as in atomic units. Setting $k=0$ gives the bare Coulomb potential.

Periodic boundary conditions with cell length $L>0$ repeat the hole. We keep the images on one side of it, numbered $n=0,1,2,\dots$ and placed at the distances $(n+1)L$. Their interaction with the hole is

$$E(L)=\sum_{n=0}^{\infty}\frac{e^{-k(n+1)L}}{(n+1)L}.$$

For a row that extends both ways, the energy per cell is half of the sum over both sides, which is again $E(L)$.

The constant $k$ is postulated. It stands for the static, linear and isotropic response of the conduction electrons, which pile up around the hole and cancel its field beyond a distance of about $1/k$, as in the Thomas–Fermi picture of a metal.

## Exponential decay in place of a $1/L$ law

Core-level shifts are often computed in a supercell with one core-ionised atom, and the periodic copies of that atom contribute a spurious energy. In the present model, a single row of point charges with Yukawa screening, this energy falls off as $e^{-kL}/L$, so in a cell a few screening lengths long it is already small compared with the bare nearest-image energy $1/L$.

For $k>0$ and $L>0$ the results are as follows.

- The sum converges, and $E(L)=-\log(1-e^{-kL})/L$.
- The nearest-image term bounds the sum from below and, up to a factor that is close to $1$ only when $kL$ is large, also from above:
$$\frac{e^{-kL}}{L}\le E(L)\le\frac{e^{-kL}}{L}\,\frac{1}{1-e^{-kL}}.$$
- If $kL\ge\log 2$, then $E(L)\le 2e^{-kL}/L$.
- At fixed $k$, $L\,e^{kL}E(L)\to 1$ as $L\to\infty$, and $L^pE(L)\to 0$ for every natural number $p$.

Without screening, a row of equal charges has a divergent energy. If the images instead carry relative charges $c_n$, independent of $L$, for which $\sum_n c_n/(n+1)$ converges to $M$, then the energy is exactly $M/L$. The case $p=1$ above shows the contrast when $M\neq0$: $L$ times the energy tends to zero for the screened row of equal charges, and keeps the value $M$ for this unscreened row with charges $c_n$.

## From the logarithmic series to the limits

**Closed form.** Put $x=e^{-kL}$. Since $kL>0$, we have $0<x<1$, and $e^{-k(n+1)L}=x^{n+1}$. Therefore

$$E(L)=\frac1L\sum_{n=0}^{\infty}\frac{x^{n+1}}{n+1}.$$

The geometric series $\sum_n t^n=1/(1-t)$ converges uniformly on $[0,x]$ and may be integrated term by term:

$$\sum_{n=0}^{\infty}\frac{x^{n+1}}{n+1}=\int_0^x\frac{dt}{1-t}=-\log(1-x).$$

Division by $L$ gives the closed form.

**Bounds.** For every $y>0$, $\log y\le y-1$. With $y=1-x$ this reads $\log(1-x)\le -x$, that is, $x\le-\log(1-x)$. With $y=1/(1-x)$ it reads

$$-\log(1-x)\le\frac1{1-x}-1=\frac{x}{1-x}.$$

Dividing both inequalities by $L$ gives the two-sided bound. If $kL\ge\log2$, then $x\le\tfrac12$, so $1/(1-x)\le2$, and the factor-two estimate follows.

**Leading behaviour.** Multiplying the two-sided bound by $L\,e^{kL}$ gives

$$1\le L\,e^{kL}E(L)\le\frac{1}{1-e^{-kL}}.$$

The right-hand side tends to $1$ as $L\to\infty$, and so does the quantity in the middle.

**Every inverse power.** For $L>0$ write

$$L^pE(L)=k^{-p}\,\bigl[(kL)^pe^{-kL}\bigr]\,\bigl[L\,e^{kL}E(L)\bigr]\,\frac1L.$$

The first bracket tends to $0$, because the exponential beats any power; the second tends to $1$, and $1/L$ tends to $0$. The product tends to $0$.

**No screening.** At $k=0$ the term of image $n$, multiplied by $L$, is

$$L\,\frac{c_n}{(n+1)L}=\frac{c_n}{n+1}.$$

The cell length has cancelled, so the sum is $M$ for every $L$. With all $c_n=1$ the right-hand side is the harmonic series, which diverges.

## Three cell lengths with $k=\log 2$

Take $k=\log2$ in some inverse length unit, so that $e^{-kL}=2^{-L}$. For $L=1$ the closed form gives $E=-\log\tfrac12=\log2\approx0.6931$. The first five terms of the sum are

$$\tfrac12+\tfrac18+\tfrac1{24}+\tfrac1{64}+\tfrac1{160}\approx0.6885,$$

already close to that value. The next two lengths follow in the same way.

| $L$ | $e^{-kL}$ | $E(L)$ | $L\,e^{kL}E(L)$ | upper bound $1/(1-e^{-kL})$ |
|---|---|---|---|---|
| 1 | 1/2 | 0.6931 | 1.386 | 2.000 |
| 2 | 1/4 | 0.1438 | 1.151 | 1.333 |
| 3 | 1/8 | 0.0445 | 1.068 | 1.143 |

The fourth column lies between $1$ and the fifth column and approaches $1$. Going from $L=1$ to $L=3$ reduces the energy by a factor of about $15.6$; a $1/L$ law would reduce it by a factor of $3$.

## How the Lean statements encode the model

The function `yukawa k r` is $v_k(r)$, and `imageEnergy k L` is $E(L)$, written as an infinite sum over natural numbers `n` with distances `((n : ℝ) + 1) * L`. All quantities are real numbers without units.

`hasSum_images` states that the series converges to the closed form, and `imageEnergy_eq` turns this into an equation for `imageEnergy`. Both assume `0 < k` and `0 < L`. `imageEnergy_bounds` has the same hypotheses and joins the lower and upper bounds by `∧`. `imageEnergy_le_two_mul` assumes only `0 < L` and `Real.log 2 ≤ k * L`, which together force $k>0$.

In `tendsto_scaled_imageEnergy` and `tendsto_pow_mul_imageEnergy`, `atTop` means that the real variable $L$ grows without bound while $k$ stays fixed; `𝓝 1` and `𝓝 0` name the limits.

The unscreened row is described by `hasSum_bare_images` and `not_summable_bare_images`, which speak about the series itself. This matters because Lean assigns the value zero to a divergent infinite sum, so `imageEnergy 0 L` carries no physical information.

Convergence in the sense of `HasSum` does not depend on the order of the terms, which for real series means absolute convergence. The charges `c n` in `hasSum_bare_images` may therefore be, for example, nonzero for finitely many images only, but strictly alternating charges $\pm1$ are not admitted. The constant $M$ may also be zero, in which case the energy of the unscreened row is zero for every $L$.

The model leaves out the three-dimensional lattice of images, the neutralising background of a charged cell, the finite extent of the core hole and the relaxation of the atoms. It also replaces the true metallic response by a pure Yukawa form: at zero temperature a sharp Fermi surface adds Friedel oscillations, whose amplitude in a free-electron gas decays only as a power of the distance. The exponential law is thus a consequence of the assumed Yukawa form and not of metallicity alone.

## The complete Lean file

```lean
import Mathlib

open Filter Topology

namespace CoreHoleImages

noncomputable section

/-- Screened Coulomb potential of a unit charge at distance `r`, with inverse screening
length `k`; `k = 0` is the bare Coulomb potential. -/
def yukawa (k r : ℝ) : ℝ := Real.exp (-(k * r)) / r

/-- Interaction of a core hole with a one-sided row of periodic images at the distances
`L, 2L, 3L, …`. -/
def imageEnergy (k L : ℝ) : ℝ := ∑' n : ℕ, yukawa k (((n : ℝ) + 1) * L)

/-- The screened image sum converges, and its value is `-log (1 - exp (-kL)) / L`. -/
theorem hasSum_images {k L : ℝ} (hk : 0 < k) (hL : 0 < L) :
    HasSum (fun n : ℕ => yukawa k (((n : ℝ) + 1) * L))
      (-Real.log (1 - Real.exp (-(k * L))) / L) := by
  have hkL := mul_pos hk hL
  have hx : |Real.exp (-(k * L))| < 1 := by
    rw [abs_of_pos (Real.exp_pos _)]
    exact Real.exp_lt_one_iff.2 (by linarith)
  -- the row of images is the logarithmic series in `exp (-kL)`
  have h := (Real.hasSum_pow_div_log_of_abs_lt_one hx).div_const L
  have e : (fun n : ℕ => yukawa k (((n : ℝ) + 1) * L)) =
      fun n : ℕ => Real.exp (-(k * L)) ^ (n + 1) / ((n : ℝ) + 1) / L := by
    funext n
    have harg : -(k * (((n : ℝ) + 1) * L)) = ((n + 1 : ℕ) : ℝ) * (-(k * L)) := by
      push_cast
      ring
    unfold yukawa
    rw [harg, Real.exp_nat_mul, div_div]
  rw [e]
  exact h

/-- Closed form of the screened interaction with the row of images. -/
theorem imageEnergy_eq {k L : ℝ} (hk : 0 < k) (hL : 0 < L) :
    imageEnergy k L = -Real.log (1 - Real.exp (-(k * L))) / L :=
  (hasSum_images hk hL).tsum_eq

/-- The image energy is at least the nearest-image term, and at most that term divided by
`1 - exp (-kL)`. -/
theorem imageEnergy_bounds {k L : ℝ} (hk : 0 < k) (hL : 0 < L) :
    Real.exp (-(k * L)) / L ≤ imageEnergy k L ∧
      imageEnergy k L ≤ Real.exp (-(k * L)) / L / (1 - Real.exp (-(k * L))) := by
  have hkL := mul_pos hk hL
  have hx : Real.exp (-(k * L)) < 1 := Real.exp_lt_one_iff.2 (by linarith)
  rw [imageEnergy_eq hk hL]
  generalize Real.exp (-(k * L)) = x at hx ⊢
  have hpos : 0 < 1 - x := by linarith
  -- both bounds come from `log y ≤ y - 1`
  have h1 : x ≤ -Real.log (1 - x) := by
    have := Real.log_le_sub_one_of_pos hpos
    linarith
  have h2 : -Real.log (1 - x) ≤ x / (1 - x) := by
    have h := Real.log_le_sub_one_of_pos (inv_pos.2 hpos)
    rw [Real.log_inv] at h
    have e : (1 - x)⁻¹ - 1 = x / (1 - x) := by
      rw [eq_div_iff hpos.ne', sub_mul, inv_mul_cancel₀ hpos.ne']
      ring
    linarith
  constructor
  · gcongr
  · calc -Real.log (1 - x) / L ≤ x / (1 - x) / L := by gcongr
      _ = x / L / (1 - x) := by ring

/-- Once `kL ≥ log 2`, the image energy is at most twice the nearest-image term. -/
theorem imageEnergy_le_two_mul {k L : ℝ} (hL : 0 < L) (h : Real.log 2 ≤ k * L) :
    imageEnergy k L ≤ 2 * (Real.exp (-(k * L)) / L) := by
  have hlog : 0 < Real.log 2 := Real.log_pos (by norm_num)
  have hk : 0 < k := by
    by_contra hn
    nlinarith [mul_nonneg (neg_nonneg.2 (not_lt.1 hn)) hL.le]
  have hx : Real.exp (-(k * L)) ≤ 1 / 2 := by
    calc Real.exp (-(k * L)) ≤ Real.exp (-Real.log 2) := Real.exp_le_exp.2 (by linarith)
      _ = 1 / 2 := by rw [Real.exp_neg, Real.exp_log (by norm_num)]; norm_num
  refine (imageEnergy_bounds hk hL).2.trans ?_
  have hq : 0 ≤ Real.exp (-(k * L)) / L := by positivity
  rw [div_le_iff₀ (by linarith)]
  nlinarith [mul_nonneg hq (sub_nonneg.2 hx)]

/-- For large cells the image energy is asymptotically `exp (-kL) / L`: the product
`L exp (kL) E(L)` tends to one. -/
theorem tendsto_scaled_imageEnergy {k : ℝ} (hk : 0 < k) :
    Tendsto (fun L : ℝ => L * Real.exp (k * L) * imageEnergy k L) atTop (𝓝 1) := by
  have h0 : Tendsto (fun L : ℝ => Real.exp (-(k * L))) atTop (𝓝 0) :=
    Real.tendsto_exp_neg_atTop_nhds_zero.comp (tendsto_id.const_mul_atTop hk)
  have hup : Tendsto (fun L : ℝ => (1 - Real.exp (-(k * L)))⁻¹) atTop (𝓝 1) := by
    have h := ((tendsto_const_nhds (x := (1 : ℝ))).sub h0).inv₀ (by norm_num)
    simpa using h
  have hexp : ∀ L : ℝ, Real.exp (k * L) * Real.exp (-(k * L)) = 1 := fun L => by
    rw [← Real.exp_add, add_neg_cancel, Real.exp_zero]
  -- squeeze between `1` and `1 / (1 - exp (-kL))`
  refine tendsto_of_tendsto_of_tendsto_of_le_of_le' tendsto_const_nhds hup ?_ ?_
  · filter_upwards [eventually_gt_atTop (0 : ℝ)] with L hL
    calc (1 : ℝ) = (Real.exp (k * L) * Real.exp (-(k * L))) * (L / L) := by
          rw [hexp, div_self hL.ne', one_mul]
      _ = L * Real.exp (k * L) * (Real.exp (-(k * L)) / L) := by ring
      _ ≤ L * Real.exp (k * L) * imageEnergy k L :=
          mul_le_mul_of_nonneg_left (imageEnergy_bounds hk hL).1 (by positivity)
  · filter_upwards [eventually_gt_atTop (0 : ℝ)] with L hL
    calc L * Real.exp (k * L) * imageEnergy k L
        ≤ L * Real.exp (k * L) *
            (Real.exp (-(k * L)) / L / (1 - Real.exp (-(k * L)))) :=
          mul_le_mul_of_nonneg_left (imageEnergy_bounds hk hL).2 (by positivity)
      _ = (Real.exp (k * L) * Real.exp (-(k * L))) * (L / L) *
            (1 - Real.exp (-(k * L)))⁻¹ := by ring
      _ = (1 - Real.exp (-(k * L)))⁻¹ := by
          rw [hexp, div_self hL.ne', one_mul, one_mul]

/-- With screening, the image energy vanishes faster than any inverse power of the cell
length. -/
theorem tendsto_pow_mul_imageEnergy {k : ℝ} (hk : 0 < k) (p : ℕ) :
    Tendsto (fun L : ℝ => L ^ p * imageEnergy k L) atTop (𝓝 0) := by
  have h1 : Tendsto (fun L : ℝ => (k * L) ^ p * Real.exp (-(k * L))) atTop (𝓝 0) :=
    (Real.tendsto_pow_mul_exp_neg_atTop_nhds_zero p).comp (tendsto_id.const_mul_atTop hk)
  have h2 := ((h1.const_mul (k ^ p)⁻¹).mul (tendsto_scaled_imageEnergy hk)).mul
    (tendsto_inv_atTop_zero (𝕜 := ℝ))
  rw [mul_zero] at h2
  refine h2.congr' ?_
  filter_upwards [eventually_gt_atTop (0 : ℝ)] with L hL
  have hexp : Real.exp (k * L) * Real.exp (-(k * L)) = 1 := by
    rw [← Real.exp_add, add_neg_cancel, Real.exp_zero]
  have hkp : k ^ p ≠ 0 := pow_ne_zero p hk.ne'
  calc (k ^ p)⁻¹ * ((k * L) ^ p * Real.exp (-(k * L))) *
        (L * Real.exp (k * L) * imageEnergy k L) * L⁻¹
      = ((k ^ p)⁻¹ * k ^ p) * (Real.exp (k * L) * Real.exp (-(k * L))) * (L * L⁻¹) *
          (L ^ p * imageEnergy k L) := by rw [mul_pow]; ring
    _ = L ^ p * imageEnergy k L := by
        rw [inv_mul_cancel₀ hkp, hexp, mul_inv_cancel₀ hL.ne', one_mul, one_mul, one_mul]

/-- Without screening, let the images carry relative charges `c n` for which the sum of
`c n / (n + 1)` converges to `M`. Then `L` times the interaction energy equals `M` for every
cell length `L`. -/
theorem hasSum_bare_images {c : ℕ → ℝ} {M L : ℝ} (hL : 0 < L)
    (hM : HasSum (fun n : ℕ => c n / ((n : ℝ) + 1)) M) :
    HasSum (fun n : ℕ => L * (c n * yukawa 0 (((n : ℝ) + 1) * L))) M := by
  have e : (fun n : ℕ => L * (c n * yukawa 0 (((n : ℝ) + 1) * L))) =
      fun n : ℕ => c n / ((n : ℝ) + 1) := by
    funext n
    have hn : (n : ℝ) + 1 ≠ 0 := by positivity
    have hL' := hL.ne'
    simp only [yukawa, zero_mul, neg_zero, Real.exp_zero]
    field_simp
  rw [e]
  exact hM

/-- Without screening, the interaction with a row of equal image charges diverges. -/
theorem not_summable_bare_images {L : ℝ} (hL : 0 < L) :
    ¬ Summable (fun n : ℕ => yukawa 0 (((n : ℝ) + 1) * L)) := by
  intro h
  -- multiplied by `L`, the row is the harmonic series
  have e : (fun n : ℕ => L * yukawa 0 (((n : ℝ) + 1) * L)) =
      fun n : ℕ => 1 / ((n + 1 : ℕ) : ℝ) := by
    funext n
    have hn : (n : ℝ) + 1 ≠ 0 := by positivity
    have hL' := hL.ne'
    simp only [yukawa, zero_mul, neg_zero, Real.exp_zero]
    push_cast
    field_simp
  have h2 := h.mul_left L
  rw [e] at h2
  exact Real.not_summable_one_div_natCast
    ((summable_nat_add_iff (f := fun n : ℕ => 1 / (n : ℝ)) 1).1 h2)

end

end CoreHoleImages
```

```lean
#print axioms CoreHoleImages.imageEnergy_le_two_mul
#print axioms CoreHoleImages.tendsto_pow_mul_imageEnergy
#print axioms CoreHoleImages.hasSum_bare_images
#print axioms CoreHoleImages.not_summable_bare_images
```

```
'CoreHoleImages.imageEnergy_le_two_mul' depends on axioms: [propext, Classical.choice, Quot.sound]
'CoreHoleImages.tendsto_pow_mul_imageEnergy' depends on axioms: [propext, Classical.choice, Quot.sound]
'CoreHoleImages.hasSum_bare_images' depends on axioms: [propext, Classical.choice, Quot.sound]
'CoreHoleImages.not_summable_bare_images' depends on axioms: [propext, Classical.choice, Quot.sound]
```

## How the Lean proofs follow the derivation

**The series.** In `hasSum_images`, `hx` records that $|e^{-kL}|<1$. Mathlib's `Real.hasSum_pow_div_log_of_abs_lt_one` then supplies the logarithmic series, so the integration of the geometric series is not repeated, and `div_const L` divides it by $L$. The equation `e` identifies its terms with those of the image sum; the essential step is `Real.exp_nat_mul`, which turns $e^{-(n+1)kL}$ into $(e^{-kL})^{n+1}$. `imageEnergy_eq` reads off the value of the sum.

**The bounds.** `imageEnergy_bounds` inserts the closed form and uses `generalize` to replace the exponential by a variable `x`, of which only $x<1$ is needed. The inequalities `h1` and `h2` are the two uses of $\log y\le y-1$, at $y=1-x$ and $y=(1-x)^{-1}$. The tactic `gcongr` then divides them by the positive length $L$.

`imageEnergy_le_two_mul` first obtains $k>0$ by contradiction: if $k\le0$, then $kL\le0$, which is incompatible with $kL\ge\log2>0$. Next, `hx` gives $e^{-kL}\le\tfrac12$. The upper bound from the previous theorem reduces the claim to $q\le2q(1-x)$ with $q=e^{-kL}/L$ and $x=e^{-kL}$. This is the statement $q(\tfrac12-x)\ge0$ up to a factor of two, and `nlinarith` receives exactly that product.

**The limits.** `tendsto_scaled_imageEnergy` proves that $e^{-kL}\to0$ (`h0`) and that the upper envelope $1/(1-e^{-kL})$ tends to $1$ (`hup`). The squeeze theorem then leaves two inequalities. Since they hold for positive $L$, `filter_upwards` restricts attention to such $L$, which is enough for a limit at infinity. The two `calc` blocks multiply the lower and upper bounds by $L\,e^{kL}$ and cancel $e^{kL}e^{-kL}$ and $L/L$.

`tendsto_pow_mul_imageEnergy` assembles the factorisation used above. `h1` is the limit of $(kL)^pe^{-kL}$, and `h2` multiplies it by the constant $k^{-p}$, by the scaled energy and by $1/L$. The final `calc` block checks that this product equals $L^pE(L)$ for $L>0$, and `congr'` transfers the limit.

**The unscreened row.** In `hasSum_bare_images` the equation `e` is the cancellation of $L$ in each term, carried out by `field_simp` after the exponential has become $1$. The assumed convergence to $M$ then finishes the proof.

`not_summable_bare_images` argues by contradiction. If the row were summable, so would be $L$ times the row (`h2`), which `e` identifies with the harmonic series starting at $1$. The lemma `summable_nat_add_iff` shifts the index by one, and `Real.not_summable_one_div_natCast` contradicts the result.
